# In an LS term, the Zeeman slopes at fixed M > 0 have the same sum in weak and strong fields

For a fixed \(M>0\), the weak-field Zeeman slopes \(M g_J\) of an LS term add up to the same number as the strong-field slopes \(g_L m_L+g_S m_S\). I can see it in a \(^2P\) term with \(g_L=1\), \(g_S=2\) and \(M=1/2\): the slopes are \(1/3\) and \(2/3\) in a weak field, \(0\) and \(1\) in a strong one. No single slope survives, yet both sums are \(1\). I know the argument that a trace doesn't depend on the basis, but the Landé formula is full of fractions with \(J(J+1)\) underneath, and the lowest \(J\) changes with \(M\). How do the fractions disappear if I just add them up?

## The fractions telescope, and the lowest J cancels

For orbital and spin quantum numbers \(L,S\), and \(M>0\) with \(L+S-M\) a natural number,

\[
\sum_J M g_J=\sum_{m_L+m_S=M}(g_L m_L+g_S m_S),
\]

where \(J\) runs in unit steps from \(J_0=\max(M,|L-S|)\) to \(L+S\). Slopes are in units of the Bohr magneton. This is Pauli's g-sum rule at fixed \(M\) within one LS term; the same name is also given to a statement about levels of equal \(J\) in a whole configuration, which is a different sum.

Start with the spin part of the Landé factor,

\[
w_J=\frac{J(J+1)+S(S+1)-L(L+1)}{2J(J+1)} .
\]

Since \(S(S+1)-L(L+1)=(S-L)(L+S+1)\),

\[
w_J=\frac12+\frac{(S-L)(L+S+1)}2\left(\frac1J-\frac1{J+1}\right).
\]

There are \(n=L+S+1-J_0\) levels, so only the end terms of the differences remain:

\[
\sum_J w_J=\frac n2+\frac{(S-L)(L+S+1)}2\left(\frac1{J_0}-\frac1{L+S+1}\right).
\]

Multiplying by \(2J_0\) gives

\[
2J_0\sum_J w_J=nJ_0+(S-L)(L+S+1-J_0)=n(J_0+S-L).
\]

On the other side, \(m_S\) climbs in unit steps from a lowest value \(\beta=\max(-S,M-L)\), also through \(n\) values, so \(\sum m_S=n(2\beta+n-1)/2\). The two sides agree if

\[
M(J_0+S-L)=J_0(2\beta+n-1).
\]

There are three cases:

- If \(J_0=L-S>M\), every \(m_S\) occurs: \(\beta=-S\), \(n=2S+1\), and both sides vanish.
- If \(J_0=S-L>M\), every \(m_L\) occurs: \(\beta=M-L\), \(n=2L+1\), and both sides are \(2M(S-L)\).
- If \(J_0=M\), then \(\beta=M-L\), \(n=L+S-M+1\), and both sides are \(M(M+S-L)\).

Hence \(M\sum_J w_J=\sum m_S\). The orbital part of the Landé factor is \(1-w_J\), so \(g_J=g_L+(g_S-g_L)w_J\). With \(n\) terms on each side,

\[
\sum_J Mg_J=n g_L M+(g_S-g_L)\sum m_S=\sum(g_L m_L+g_S m_S),
\]

because \(m_L=M-m_S\) in every product state.

## Half-integers stored as doubled integers

The Lean theorems use natural numbers `l`, `s`, `m` for \(2L\), \(2S\), \(2M\), and divide by 2 in the real-valued formulas. The hypothesis `hm : 0 < m` says \(M>0\), which keeps every \(J\) positive and the Landé quotient meaningful. The hypothesis `hk : m + 2 * k = l + s` says that \(L+S-M\) is the natural number `k`; this fixes the parity and ensures \(M\le L+S\).

`levels l s m` is the finite set of doubled \(J\) values that satisfy the triangle rule, the parity condition and \(J\ge M\). `states l s m` is the set of doubled pairs \((m_L,m_S)\) with total \(M\). `spinShare L S J` is \(w_J\), and the orbital part is the same function with its first two arguments exchanged, `spinShare S L J`. `landeG` combines them with arbitrary real factors `gL` and `gS`.

`spin_sum_rule` states \(M\sum_J w_J=\sum m_S\), and `pauli_g_sum_rule` states the full rule.

The Landé factor enters as a formula. That \(M g_J\) is the first-order Zeeman slope of the state \(|LSJM\rangle\) is the physical step that has to be supplied, usually by the projection theorem. With it, the rule gives a consistency condition on computed Zeeman slopes for an isolated LS term, with no mixing into other terms. The slopes must come from the linear Zeeman term alone, without the diamagnetic term, and low and high field mean a Zeeman energy far below and far above the spin-orbit splitting.

```lean
import Mathlib

open Finset

namespace PauliGSum

noncomputable section

/-- Doubled values `j = 2J` of the total angular momenta that arise from `L = l/2` and `S = s/2` and
are at least `M = m/2`: `|L - S| ≤ J ≤ L + S` in unit steps, `J ≥ M`. If `L + S - M` is an integer,
these are the levels that contain a state with projection `M`. -/
def levels (l s m : ℕ) : Finset ℕ :=
  (range (l + s + 1)).filter
    (fun j => m ≤ j ∧ l ≤ s + j ∧ s ≤ l + j ∧ (l + s + j) % 2 = 0)

/-- Doubled projections `(2 mL, 2 mS)` of the product states of `L = l/2` and `S = s/2`
with `mL + mS = m/2`. -/
def states (l s m : ℕ) : Finset (ℤ × ℤ) :=
  (Icc (-(l : ℤ)) l ×ˢ Icc (-(s : ℤ)) s).filter
    (fun p => (p.1 + l) % 2 = 0 ∧ (p.2 + s) % 2 = 0 ∧ p.1 + p.2 = m)

/-- The spin part `(J(J+1) + S(S+1) - L(L+1)) / (2J(J+1))` of the Landé factor, for `J > 0`. -/
def spinShare (L S J : ℝ) : ℝ :=
  (J * (J + 1) + S * (S + 1) - L * (L + 1)) / (2 * J * (J + 1))

/-- The Landé factor of a level `J > 0` with orbital factor `gL` and spin factor `gS`. -/
def landeG (gL gS L S J : ℝ) : ℝ :=
  gL * spinShare S L J + gS * spinShare L S J

/-- A sum over the allowed levels runs in unit steps of `J` from the lowest level `j₀/2`, which is
the largest of `M`, `L - S` and `S - L`, through `n` levels up to `L + S`, if `L + S + 1 - j₀/2` is
the natural number `n`. -/
theorem sum_levels (l s m j₀ n : ℕ) (f : ℕ → ℝ) (hn : j₀ + 2 * n = l + s + 2)
    (h1 : m ≤ j₀) (h2 : l ≤ s + j₀) (h3 : s ≤ l + j₀)
    (h4 : j₀ = m ∨ l = s + j₀ ∨ s = l + j₀) :
    ∑ j ∈ levels l s m, f j = ∑ k ∈ range n, f (j₀ + 2 * k) := by
  symm
  refine Finset.sum_bij (fun k _ => j₀ + 2 * k) ?_ ?_ ?_ (fun _ _ => rfl)
  · intro k hk
    rw [mem_range] at hk
    simp only [levels, mem_filter, mem_range]
    omega
  · intro x _ y _ hxy
    have h : j₀ + 2 * x = j₀ + 2 * y := hxy
    omega
  · intro j hj
    simp only [levels, mem_filter, mem_range] at hj
    refine ⟨(j - j₀) / 2, ?_, ?_⟩
    · rw [mem_range]
      omega
    · show j₀ + 2 * ((j - j₀) / 2) = j
      omega

/-- A sum over the product states with total projection `M` runs in unit steps of `mS` from
`b/2`, the larger of `-S` and `M - L`, through `n` states up to the smaller of `S` and `M + L`,
if `L + S + M` is an integer and `b/2` differs from `S` by an integer. -/
theorem sum_states (l s m n : ℕ) (b : ℤ) (f : ℤ → ℤ → ℝ)
    (hp : (m + l + s) % 2 = 0) (h0 : (b + s) % 2 = 0)
    (hlo : -(s : ℤ) ≤ b ∧ (m : ℤ) - l ≤ b ∧ (b = -(s : ℤ) ∨ b = (m : ℤ) - l))
    (hhi : b + 2 * n - 2 ≤ s ∧ b + 2 * n - 2 ≤ m + l ∧
      (b + 2 * n - 2 = s ∨ b + 2 * n - 2 = m + l)) :
    ∑ p ∈ states l s m, f p.1 p.2 =
      ∑ k ∈ range n, f ((m : ℤ) - b - 2 * (k : ℤ)) (b + 2 * (k : ℤ)) := by
  symm
  refine Finset.sum_bij
    (fun (k : ℕ) _ => ((m : ℤ) - b - 2 * (k : ℤ), b + 2 * (k : ℤ))) ?_ ?_ ?_ (fun _ _ => rfl)
  · intro k hk
    rw [mem_range] at hk
    simp only [states, mem_filter, mem_product, mem_Icc]
    omega
  · intro x _ y _ hxy
    have h : b + 2 * (x : ℤ) = b + 2 * (y : ℤ) := congrArg Prod.snd hxy
    omega
  · rintro ⟨x, y⟩ hxy
    simp only [states, mem_filter, mem_product, mem_Icc] at hxy
    refine ⟨((y - b) / 2).toNat, ?_, Prod.ext ?_ ?_⟩
    · rw [mem_range]
      omega
    · show (m : ℤ) - b - 2 * (((y - b) / 2).toNat : ℤ) = x
      omega
    · show b + 2 * (((y - b) / 2).toNat : ℤ) = y
      omega

/-- If `L + S - M` is a natural number `k`, the levels and the product states with projection `M`
form ladders of equal length `n`, whose lowest `J = j₀/2` and lowest `mS = b/2` are related by
`M (J + S - L) = J (2 mS + n - 1)`. -/
theorem ladders (l s m k : ℕ) (hk : m + 2 * k = l + s) :
    ∃ (j₀ n : ℕ) (b : ℤ), m ≤ j₀ ∧ j₀ + 2 * n = l + s + 2 ∧
      (m : ℤ) * (j₀ + s - l) = 2 * j₀ * (b + n - 1) ∧
      (∀ f : ℕ → ℝ, ∑ j ∈ levels l s m, f j = ∑ i ∈ range n, f (j₀ + 2 * i)) ∧
      (∀ f : ℤ → ℤ → ℝ, ∑ p ∈ states l s m, f p.1 p.2 =
        ∑ i ∈ range n, f ((m : ℤ) - b - 2 * (i : ℤ)) (b + 2 * (i : ℤ))) := by
  by_cases h1 : s + m < l
  · -- lowest level J = L - S: every mS occurs
    obtain ⟨d, rfl⟩ : ∃ d, l = s + d := ⟨l - s, by omega⟩
    refine ⟨d, s + 1, -(s : ℤ), by omega, by omega, by push_cast; ring, fun f => ?_, fun f => ?_⟩
    · apply sum_levels <;> omega
    · apply sum_states <;> omega
  by_cases h2 : l + m < s
  · -- lowest level J = S - L: every mL occurs
    obtain ⟨d, rfl⟩ : ∃ d, s = l + d := ⟨s - l, by omega⟩
    refine ⟨d, l + 1, (m : ℤ) - l, by omega, by omega, by push_cast; ring,
      fun f => ?_, fun f => ?_⟩
    · apply sum_levels <;> omega
    · apply sum_states <;> omega
  · -- lowest level J = M
    have hk' : (m : ℤ) + 2 * k = l + s := by exact_mod_cast hk
    refine ⟨m, k + 1, (m : ℤ) - l, le_rfl, by omega, ?_, fun f => ?_, fun f => ?_⟩
    · push_cast
      linear_combination (-(m : ℤ)) * hk'
    · apply sum_levels <;> omega
    · apply sum_states <;> omega

/-- For `J > 0` the spin part of the Landé factor is one half plus a difference of
consecutive terms in `J`. -/
theorem spinShare_eq (L S J : ℝ) (hJ : 0 < J) :
    spinShare L S J = 1 / 2 + (S - L) * (L + S + 1) / 2 * (1 / J - 1 / (J + 1)) := by
  have h1 : J ≠ 0 := hJ.ne'
  have h2 : J + 1 ≠ 0 := by positivity
  unfold spinShare
  field_simp
  ring

/-- Closed form of the sum of the spin parts over the `n` levels from `J₀ > 0` up to `L + S`. -/
theorem sum_spinShare (L S J₀ : ℝ) (n : ℕ) (hJ : 0 < J₀) (h : J₀ + n = L + S + 1) :
    2 * J₀ * ∑ k ∈ range n, spinShare L S (J₀ + k) = n * (J₀ + S - L) := by
  -- the sum telescopes
  have tel : ∀ N : ℕ, ∑ k ∈ range N, spinShare L S (J₀ + k) =
      N / 2 + (S - L) * (L + S + 1) / 2 * (1 / J₀ - 1 / (J₀ + N)) := by
    intro N
    induction N with
    | zero => simp
    | succ N ih =>
      have e : J₀ + ((N + 1 : ℕ) : ℝ) = J₀ + N + 1 := by push_cast; ring
      rw [sum_range_succ, ih, e, spinShare_eq L S (J₀ + N) (by positivity)]
      push_cast
      ring
  have hT : L + S + 1 ≠ 0 := by
    rw [← h]
    positivity
  have a : J₀ * (1 / J₀) = 1 := mul_one_div_cancel hJ.ne'
  have b : (L + S + 1) * (1 / (L + S + 1)) = 1 := mul_one_div_cancel hT
  rw [tel, h]
  linear_combination (S - L) * (L + S + 1) * a - (S - L) * J₀ * b - (S - L) * h

/-- If `L + S - M` is a natural number `k`, there are as many levels `J` as product states
with projection `M ≥ 0`. -/
theorem card_levels_eq_card_states (l s m k : ℕ) (hk : m + 2 * k = l + s) :
    (levels l s m).card = (states l s m).card := by
  obtain ⟨j₀, n, b, -, -, -, hJ, hS⟩ := ladders l s m k hk
  have h := (hJ (fun _ => 1)).trans (hS (fun _ _ => 1)).symm
  simpa using h

/-- Spin part of the g-sum rule: for `M > 0` with `L + S - M` a natural number `k`, `M` times the
sum over `J` of the spin parts of the Landé factors is the sum of `mS` over the product states. -/
theorem spin_sum_rule (l s m k : ℕ) (hm : 0 < m) (hk : m + 2 * k = l + s) :
    (m : ℝ) / 2 * ∑ j ∈ levels l s m, spinShare ((l : ℝ) / 2) ((s : ℝ) / 2) ((j : ℝ) / 2) =
      ∑ p ∈ states l s m, (p.2 : ℝ) / 2 := by
  obtain ⟨j₀, n, b, hmj, hn, hb, hJ, hS⟩ := ladders l s m k hk
  have hj : (0 : ℝ) < j₀ := by exact_mod_cast (lt_of_lt_of_le hm hmj)
  have hb' : (m : ℝ) * (j₀ + s - l) = 2 * j₀ * (b + n - 1) := by exact_mod_cast hb
  have hn' : (j₀ : ℝ) + 2 * n = l + s + 2 := by exact_mod_cast hn
  have e : ∀ i : ℕ, ((j₀ + 2 * i : ℕ) : ℝ) / 2 = (j₀ : ℝ) / 2 + i := by
    intro i
    push_cast
    ring
  have weak : ∑ j ∈ levels l s m, spinShare ((l : ℝ) / 2) ((s : ℝ) / 2) ((j : ℝ) / 2) =
      ∑ i ∈ range n, spinShare ((l : ℝ) / 2) ((s : ℝ) / 2) ((j₀ : ℝ) / 2 + i) := by
    refine (hJ (fun j => spinShare ((l : ℝ) / 2) ((s : ℝ) / 2) ((j : ℝ) / 2))).trans ?_
    simp only [e]
  -- the spin projections form an arithmetic progression
  have prog : ∀ N : ℕ, ∑ i ∈ range N, ((b + 2 * (i : ℤ) : ℤ) : ℝ) / 2 =
      N * (b + N - 1) / 2 := by
    intro N
    induction N with
    | zero => simp
    | succ N ih =>
      rw [sum_range_succ, ih]
      push_cast
      ring
  have strong : ∑ p ∈ states l s m, (p.2 : ℝ) / 2 = n * (b + n - 1) / 2 :=
    (hS (fun _ y => (y : ℝ) / 2)).trans (prog n)
  have hX := sum_spinShare ((l : ℝ) / 2) ((s : ℝ) / 2) ((j₀ : ℝ) / 2) n
    (by positivity) (by linarith)
  rw [weak, strong]
  apply mul_left_cancel₀ hj.ne'
  linear_combination (m : ℝ) / 2 * hX + (n : ℝ) / 4 * hb'

/-- Pauli's g-sum rule: for `M > 0` with `L + S - M` a natural number `k`, the sum of `M g_J` over
the levels equals the sum of `gL mL + gS mS` over the product states with `mL + mS = M`. -/
theorem pauli_g_sum_rule (gL gS : ℝ) (l s m k : ℕ) (hm : 0 < m) (hk : m + 2 * k = l + s) :
    ∑ j ∈ levels l s m, (m : ℝ) / 2 * landeG gL gS ((l : ℝ) / 2) ((s : ℝ) / 2) ((j : ℝ) / 2) =
      ∑ p ∈ states l s m, (gL * ((p.1 : ℝ) / 2) + gS * ((p.2 : ℝ) / 2)) := by
  have hc : ((levels l s m).card : ℝ) = (states l s m).card := by
    exact_mod_cast card_levels_eq_card_states l s m k hk
  -- orbital and spin parts add up to one
  have hw : ∀ j ∈ levels l s m, landeG gL gS ((l : ℝ) / 2) ((s : ℝ) / 2) ((j : ℝ) / 2) =
      gL + (gS - gL) * spinShare ((l : ℝ) / 2) ((s : ℝ) / 2) ((j : ℝ) / 2) := by
    intro j hj
    simp only [levels, mem_filter, mem_range] at hj
    have hj0 : (0 : ℝ) < j := by exact_mod_cast (lt_of_lt_of_le hm hj.2.1)
    have hj2 : (0 : ℝ) < (j : ℝ) / 2 := by positivity
    unfold landeG
    rw [spinShare_eq _ _ _ hj2, spinShare_eq _ _ _ hj2]
    ring
  -- on the product states mL = M - mS
  have hs : ∀ p ∈ states l s m, gL * ((p.1 : ℝ) / 2) + gS * ((p.2 : ℝ) / 2) =
      gL * ((m : ℝ) / 2) + (gS - gL) * ((p.2 : ℝ) / 2) := by
    intro p hp
    simp only [states, mem_filter] at hp
    have h : (p.1 : ℝ) + p.2 = m := by exact_mod_cast hp.2.2.2
    linear_combination gL / 2 * h
  rw [← mul_sum, sum_congr rfl hw, sum_congr rfl hs, sum_add_distrib, sum_add_distrib,
    ← mul_sum, ← mul_sum, ← mul_sum, sum_const, sum_const, nsmul_eq_mul, nsmul_eq_mul]
  linear_combination (gS - gL) * spin_sum_rule l s m k hm hk + gL * ((m : ℝ) / 2) * hc

end

end PauliGSum
```

```lean
#print axioms PauliGSum.pauli_g_sum_rule
```

```
'PauliGSum.pauli_g_sum_rule' depends on axioms: [propext, Classical.choice, Quot.sound]
```

## From two ladders to one identity

`sum_levels` and `sum_states` rewrite the sums over the filtered sets as sums over `range n`. Each uses `Finset.sum_bij` with an explicit map from the step number to a level or a state, and `omega` settles the inequalities and parities.

`ladders` makes the three-case comparison. It supplies the doubled lowest level `j₀` \(=2J_0\), the common length `n` and the doubled lowest spin projection `b` \(=2\beta\), together with the relation between them. Taking the summand to be 1 then gives `card_levels_eq_card_states`: there are as many levels as product states.

`spinShare_eq` is the partial-fraction form of \(w_J\), obtained by clearing denominators. `sum_spinShare` proves the telescoped sum by induction on the number of terms, then inserts \(J_0+n=L+S+1\) to reach \(2J_0\sum_J w_J=n(J_0+S-L)\).

In `spin_sum_rule`, a second induction, `prog`, sums the arithmetic progression of \(m_S\). Both sides are multiplied by the nonzero `j₀`, and `linear_combination` joins the telescoped sum to the relation from `ladders`.

Finally, `pauli_g_sum_rule` rewrites each Landé factor as \(g_L+(g_S-g_L)w_J\) and each strong-field slope as \(g_L M+(g_S-g_L)m_S\). The constant terms match by the equal counts, and the rest is \((g_S-g_L)\) times the spin rule.
